# An axial field that lowers the m = 0 orbital quenches the spin-orbit stabilization of a p electron

Let $z>0$ be a spin-orbit constant, and for each field strength $d\ge 0$ let $-d-L(d)$ be the lowest eigenvalue of

$$\begin{pmatrix}-z/2 & z/\sqrt2\\ z/\sqrt2 & -d\end{pmatrix}.$$

Then $L(0)=z$, $L$ is strictly decreasing on $d\ge 0$, and $d\,L(d)\to z^2/2$ as $d\to\infty$. Since $-d$ is the lowest energy without spin-orbit coupling, $L(d)$ is the energy gained from that coupling.

A scalar effective core potential, in quantum Monte Carlo or elsewhere, leaves this energy out. In the present one-electron, one-parameter model, let the bond energy be the drop of the lowest energy when the field goes from $0$ to $d$. It is $d+L(d)-z$ with the coupling and $d$ without it, so the omission makes the bond too strong by $z-L(d)$.

## A p shell with spin in an axial field

```lean
import Mathlib

open Matrix Filter Topology
open scoped Kronecker

namespace SpinOrbitQuenching

noncomputable section
```

The model is one electron in a p shell, with $\hbar=1$. The constant $z$ sets the strength of the coupling $z\,\mathbf L\cdot\mathbf S$. The field $d$ stands for a bond along the axis, which favours the p orbital pointing along it. It is a postulated number: no neighbouring atom and no electron repulsion appear.

```lean
/-- Orbital angular momentum along the axis for a p shell, in the basis m = 1, 0, -1. -/
def orbitalZ : Matrix (Fin 3) (Fin 3) ℝ := !![1, 0, 0; 0, 0, 0; 0, 0, -1]
```

This is $L_z$. The angular momentum operators $L_z$ and $L_\pm$ are not to be confused with the energy $L(d)$ of the opening. `Fin 3` is the index set $\{0,1,2\}$, here labelling $m=1,0,-1$. Lean counts from zero, so index 1 means $m=0$.

```lean
/-- The orbital raising operator of a p shell; its transpose is the lowering operator. -/
def orbitalRaise : Matrix (Fin 3) (Fin 3) ℝ :=
  !![0, Real.sqrt 2, 0; 0, 0, Real.sqrt 2; 0, 0, 0]
```

This is $L_+$, with $L_+|0\rangle=\sqrt2\,|1\rangle$ and $L_+|{-1}\rangle=\sqrt2\,|0\rangle$. The matrix is real, so its transpose is $L_-$.

```lean
/-- The projector on the axial orbital m = 0. -/
def axialProjector : Matrix (Fin 3) (Fin 3) ℝ := !![0, 0, 0; 0, 1, 0; 0, 0, 0]
```

This is the projector $P_0$ on the orbital $m=0$.

```lean
/-- The spin component along the axis, in the basis up, down. -/
def spinZ : Matrix (Fin 2) (Fin 2) ℝ := !![1 / 2, 0; 0, -1 / 2]
```

This is $S_z$, with spin index 0 for up and 1 for down.

```lean
/-- The spin raising operator. -/
def spinRaise : Matrix (Fin 2) (Fin 2) ℝ := !![0, 1; 0, 0]
```

This is $S_+$, which turns down into up.

```lean
/-- The p shell with spin-orbit coupling `z L·S` and an axial field that lowers the
m = 0 orbital by `d`. -/
def pShell (z d : ℝ) : Matrix (Fin 3 × Fin 2) (Fin 3 × Fin 2) ℝ :=
  z • (orbitalZ ⊗ₖ spinZ +
    (1 / 2 : ℝ) • (orbitalRaise ⊗ₖ spinRaiseᵀ + orbitalRaiseᵀ ⊗ₖ spinRaise)) -
  d • (axialProjector ⊗ₖ (1 : Matrix (Fin 2) (Fin 2) ℝ))
```

Here `⊗ₖ` is the tensor product of matrices and `•` is multiplication by a number. The definition reads

$$H=z\left[L_zS_z+\tfrac12(L_+S_-+L_-S_+)\right]-d\,P_0 .$$

A basis state is a pair of an orbital index and a spin index, so the matrix has dimension six.

```lean
/-- The two-state Hamiltonian with spin-orbit constant `z` and axial field `d`. -/
def axialBlock (z d : ℝ) : Matrix (Fin 2) (Fin 2) ℝ :=
  !![-z / 2, z / Real.sqrt 2; z / Real.sqrt 2, -d]
```

This is the two-by-two matrix of the opening. Its off-diagonal element will be written $c=z/\sqrt2$.

```lean
/-- The energy levels of a two-state Hamiltonian: real numbers with a nonzero eigenvector. -/
def levels (A : Matrix (Fin 2) (Fin 2) ℝ) : Set ℝ :=
  {e | ∃ v : Fin 2 → ℝ, v ≠ 0 ∧ A *ᵥ v = e • v}
```

A level is a real number $e$ for which some $v\neq0$ satisfies $Av=ev$; `*ᵥ` applies a matrix to a vector. Real vectors suffice for the real symmetric matrix used here.

```lean
/-- A closed formula for the spin-orbit stabilization in an axial field `d ≥ 0`. -/
def stabilization (z d : ℝ) : ℝ :=
  (z / 2 - d + Real.sqrt ((d - z / 2) ^ 2 + 2 * z ^ 2)) / 2
```

This is a candidate for $L(d)$, written $g(d)$ from now on:

$$g(d)=\tfrac12\left[\tfrac z2-d+\sqrt{(d-\tfrac z2)^2+2z^2}\right].$$

At this point it is only a formula. Its link to the lowest level is proved below.

## Two states that separate from the rest

```lean
/-- Restricted to the states (m = 1, down) and (m = 0, up), the p-shell Hamiltonian is the two-state
Hamiltonian, and it couples these states to no other state. -/
theorem pShell_block (z d : ℝ) :
    (pShell z d).submatrix ![(0, 1), (1, 0)] ![(0, 1), (1, 0)] = axialBlock z d ∧
    ∀ i, i ≠ (0, 1) → i ≠ (1, 0) → pShell z d i (0, 1) = 0 ∧ pShell z d i (1, 0) = 0 := by
  have hs : Real.sqrt 2 * Real.sqrt 2 = 2 := Real.mul_self_sqrt (by norm_num)
  have h : z / Real.sqrt 2 = z * (1 / 2 * Real.sqrt 2) := by
    rw [div_eq_iff (by positivity)]
    linear_combination (-z / 2) * hs
  constructor
  · ext i j
    fin_cases i <;> fin_cases j <;>
      simp [pShell, axialBlock, orbitalZ, orbitalRaise, axialProjector, spinZ, spinRaise, h]
    ring
  · rintro ⟨i, s⟩ h1 h2
    fin_cases i <;> fin_cases s <;>
      simp_all [pShell, orbitalZ, orbitalRaise, axialProjector, spinZ, spinRaise]
```

The pairs `(0, 1)` and `(1, 0)` are the states $|1,\downarrow\rangle$ and $|0,\uparrow\rangle$. The first claim is that $H$ restricted to them is the two-by-two matrix. By hand, $L_zS_z$ gives $-z/2$ for the first state and $0$ for the second, the field gives $0$ and $-d$, and $\tfrac12L_+S_-$ connects them with element $z\sqrt2/2=z/\sqrt2$. The second claim is that every matrix element from these two states to another state is zero, as conservation of $m+m_s$ requires.

In the proof, `fin_cases` runs through the indices and `simp` evaluates each entry.

The states $|{-1},\uparrow\rangle$ and $|0,\downarrow\rangle$ give the same block, and the other two states lie at $z/2$, so the lowest level of the block is also that of the whole shell; this last observation is made by hand and has no theorem in the file.

## The secular equation

```lean
lemma coupling_sq (z : ℝ) : z / Real.sqrt 2 * (z / Real.sqrt 2) = z ^ 2 / 2 := by
  rw [div_mul_div_comm, Real.mul_self_sqrt (by norm_num)]
  ring
```

This records $c^2=z^2/2$.

```lean
lemma axialBlock_mulVec (z d : ℝ) (v : Fin 2 → ℝ) :
    axialBlock z d *ᵥ v =
      ![-z / 2 * v 0 + z / Real.sqrt 2 * v 1, z / Real.sqrt 2 * v 0 - d * v 1] := by
  ext i
  fin_cases i <;> simp [axialBlock, Matrix.mulVec, dotProduct, Fin.sum_univ_two]
  ring
```

This writes out the product of the block with a vector $(v_0,v_1)$:

$$\left(-\tfrac z2v_0+c\,v_1,\;\; c\,v_0-d\,v_1\right).$$

```lean
/-- Every level of the two-state Hamiltonian satisfies the secular equation. -/
theorem secular_of_level {z d e : ℝ} (h : e ∈ levels (axialBlock z d)) :
    (e + z / 2) * (e + d) = z ^ 2 / 2 := by
  obtain ⟨v, hv, h⟩ := h
  rw [axialBlock_mulVec] at h
  have h0 : -z / 2 * v 0 + z / Real.sqrt 2 * v 1 = e * v 0 := congrFun h 0
  have h1 : z / Real.sqrt 2 * v 0 - d * v 1 = e * v 1 := congrFun h 1
  have hc := coupling_sq z
  by_contra hne
  -- otherwise both amplitudes vanish
  have a : v 0 = 0 := mul_left_cancel₀ (sub_ne_zero.mpr hne) (by
    linear_combination -(e + d) * h0 - z / Real.sqrt 2 * h1 + v 0 * hc)
  have b : v 1 = 0 := mul_left_cancel₀ (sub_ne_zero.mpr hne) (by
    linear_combination -(e + z / 2) * h1 - z / Real.sqrt 2 * h0 + v 1 * hc)
  apply hv
  funext i
  fin_cases i
  · exact a
  · exact b
```

Every level $e$ satisfies $(e+z/2)(e+d)=z^2/2$. The eigenvalue equations, `h0` and `h1` in the proof, are

$$-\tfrac z2v_0+c\,v_1=e\,v_0,\qquad c\,v_0-d\,v_1=e\,v_1 .$$

Multiply the first by $e+d$, the second by $c$, and add. The terms in $v_1$ cancel, leaving

$$\left[(e+\tfrac z2)(e+d)-\tfrac{z^2}2\right]v_0=0 .$$

Multiplying the first by $c$ and the second by $e+z/2$ gives the same equation for $v_1$. If the bracket were nonzero, both amplitudes would vanish, contrary to $v\ne0$.

The tactic `linear_combination` carries out these steps: it is given the multipliers of the known equations and checks that the algebra closes.

```lean
/-- The secular equation written for the stabilization. -/
theorem stabilization_secular (z d : ℝ) :
    stabilization z d * (stabilization z d + d - z / 2) = z ^ 2 / 2 := by
  have hs := Real.mul_self_sqrt (show 0 ≤ (d - z / 2) ^ 2 + 2 * z ^ 2 by positivity)
  unfold stabilization
  linear_combination hs / 4
```

Putting $e=-d-x$ into the secular equation turns it into $x(x+d-z/2)=z^2/2$. The theorem says that $x=g(d)$ solves this. With $a=z/2-d$ and $s=\sqrt{a^2+2z^2}$, we have $g=(a+s)/2$ and $g-a=(s-a)/2$, so

$$g(g-a)=\frac{s^2-a^2}{4}=\frac{z^2}{2}.$$

```lean
lemma stabilization_pos {z : ℝ} (hz : 0 < z) (d : ℝ) : 0 < stabilization z d := by
  have h : d - z / 2 < Real.sqrt ((d - z / 2) ^ 2 + 2 * z ^ 2) :=
    Real.lt_sqrt_of_sq_lt (by nlinarith [pow_pos hz 2])
  unfold stabilization
  linarith
```

For $z>0$ the root $s$ exceeds $|a|$, hence $g=(a+s)/2>0$. A hypothesis such as `hz : 0 < z` is a named assumption, which later steps call by its name.

```lean
/-- For positive spin-orbit constant, every positive solution of the secular equation equals the
stabilization. -/
theorem eq_stabilization {z d x : ℝ} (hz : 0 < z) (hx : 0 < x)
    (h : x * (x + d - z / 2) = z ^ 2 / 2) : x = stabilization z d := by
  have hg := stabilization_pos hz d
  have hp : 0 < x + d - z / 2 := (mul_pos_iff_of_pos_left hx).1 (by rw [h]; positivity)
  have hne : x + stabilization z d + d - z / 2 ≠ 0 := by linarith
  exact mul_right_cancel₀ hne (by linear_combination h - stabilization_secular z d)
```

No other positive number solves the equation. If $x>0$ does, subtracting the equation for $g$ gives

$$(x-g)\left(x+g+d-\tfrac z2\right)=0 .$$

Because $x(x+d-z/2)=z^2/2>0$ and $x>0$, the factor $x+d-z/2$ is positive. Adding $g>0$ keeps it positive, so the second bracket can be cancelled and $x=g$.

## The lowest level

```lean
/-- For positive spin-orbit constant, the lowest level lies below the field energy `-d` by
exactly the stabilization. -/
theorem lowest_level {z : ℝ} (hz : 0 < z) (d : ℝ) :
    IsLeast (levels (axialBlock z d)) (-d - stabilization z d) := by
  have hsec := stabilization_secular z d
  constructor
  · -- an explicit eigenvector
    refine ⟨![-stabilization z d, z / Real.sqrt 2], ?_, ?_⟩
    · intro h
      have h1 : z / Real.sqrt 2 = 0 := congrFun h 1
      have h2 : 0 < z / Real.sqrt 2 := by positivity
      linarith
    · rw [axialBlock_mulVec]
      funext i
      fin_cases i
      · change -z / 2 * -stabilization z d + z / Real.sqrt 2 * (z / Real.sqrt 2) =
          (-d - stabilization z d) * -stabilization z d
        linear_combination coupling_sq z - hsec
      · change z / Real.sqrt 2 * -stabilization z d - d * (z / Real.sqrt 2) =
          (-d - stabilization z d) * (z / Real.sqrt 2)
        ring
  · intro e he
    have h := secular_of_level he
    rcases le_or_gt (-d - e) 0 with hx | hx
    · linarith [stabilization_pos hz d]
    · have := eq_stabilization (d := d) hz hx (by linear_combination h)
      linarith
```

`IsLeast` makes two claims: $-d-g$ is a level, and no level lies below it.

For the first, the proof supplies the eigenvector $(-g,\,c)$. The upper component requires $\tfrac z2g+c^2=(d+g)g$, which is the secular equation, and the lower one is the identity $-cg-dc=(-d-g)c$. After normalisation, the weight of $|1,\downarrow\rangle$ is $g^2/(g^2+z^2/2)$. In the free atom, where $g=z$, this is $2/3$, as expected for $j=1/2$.

For the second, take any level $e$ and set $x=-d-e$. If $x\le0$, then $e\ge-d>-d-g$. If $x>0$, then $x$ is a positive solution of the secular equation, so $x=g$ and $e=-d-g$. The tactic `rcases` splits the proof into these two cases.

## Decrease and a bound

```lean
/-- For positive spin-orbit constant, increasing the signed field `d` strictly lowers the
stabilization. -/
theorem stabilization_strictAnti {z : ℝ} (hz : 0 < z) : StrictAnti (stabilization z) := by
  intro a b hab
  by_contra hle
  have hle' := le_of_not_gt hle
  have ha := stabilization_secular z a
  have hp : 0 < stabilization z a + a - z / 2 :=
    (mul_pos_iff_of_pos_left (stabilization_pos hz a)).1 (by rw [ha]; positivity)
  have := mul_lt_mul' hle'
    (show stabilization z a + a - z / 2 < stabilization z b + b - z / 2 by linarith)
    hp.le (stabilization_pos hz b)
  linarith [stabilization_secular z b]
```

`StrictAnti` means that $a<b$ implies $g(b)<g(a)$. Suppose instead that $a<b$ and $g(a)\le g(b)$. Then

$$0<g(a)+a-\tfrac z2<g(b)+b-\tfrac z2 .$$

Multiplying by the positive numbers $g(a)\le g(b)$ gives $z^2/2<z^2/2$, which is impossible.

```lean
/-- The product of field and stabilization never exceeds `9 z² / 16`. -/
theorem field_mul_stabilization_le (z d : ℝ) :
    d * stabilization z d ≤ 9 / 16 * z ^ 2 := by
  nlinarith [stabilization_secular z d, sq_nonneg (stabilization z d - z / 4)]
```

Solving the secular equation for $d\,g$ and completing the square gives

$$d\,g=\frac{z^2}{2}+\frac z2g-g^2=\frac{9z^2}{16}-\left(g-\frac z4\right)^2\le\frac{9z^2}{16}.$$

The tactic `nlinarith` finds this inequality once it is told that the square is nonnegative.

```lean
/-- For positive spin-orbit constant, the bound `9 z² / 16` is attained at the field
`d = 9 z / 4`. -/
theorem field_mul_stabilization_sharp {z : ℝ} (hz : 0 < z) :
    9 * z / 4 * stabilization z (9 * z / 4) = 9 / 16 * z ^ 2 := by
  rw [← eq_stabilization (d := 9 * z / 4) (x := z / 4) hz (by positivity) (by ring)]
  ring
```

Equality needs $g=z/4$, which happens at $d=9z/4$: there $\tfrac z4\left(\tfrac z4+\tfrac{9z}4-\tfrac z2\right)=\tfrac z4\cdot2z=\tfrac{z^2}2$.

## From the free atom to the strong field

```lean
/-- Quenching of spin-orbit stabilization: let `z > 0` and let `-d - L d` be the lowest level
for every field `d ≥ 0`. Then `L 0 = z`, `L` strictly decreases on `d ≥ 0`, and `d * L d`
tends to `z² / 2` in a strong field. -/
theorem spin_orbit_quenching {z : ℝ} (hz : 0 < z) (L : ℝ → ℝ)
    (hL : ∀ d, 0 ≤ d → IsLeast (levels (axialBlock z d)) (-d - L d)) :
    L 0 = z ∧ StrictAntiOn L (Set.Ici 0) ∧
      Tendsto (fun d => d * L d) atTop (𝓝 (z ^ 2 / 2)) := by
  have key : ∀ d, 0 ≤ d → L d = stabilization z d := by
    intro d hd
    have := (hL d hd).unique (lowest_level hz d)
    linarith
  refine ⟨?_, ?_, ?_⟩
  · rw [key 0 le_rfl]
    exact (eq_stabilization hz hz (by ring)).symm
  · intro a ha b hb hab
    rw [key a ha, key b hb]
    exact stabilization_strictAnti hz hab
  · -- the stabilization vanishes in a strong field
    have hlim : Tendsto (stabilization z) atTop (𝓝 0) := by
      refine squeeze_zero' (g := fun d : ℝ => 9 / 16 * z ^ 2 / d)
        (Eventually.of_forall fun d => (stabilization_pos hz d).le) ?_
        (tendsto_const_nhds.div_atTop tendsto_id)
      filter_upwards [eventually_gt_atTop (0 : ℝ)] with d hd
      rw [le_div_iff₀ hd, mul_comm]
      exact field_mul_stabilization_le z d
    have h2 : Tendsto (fun d => z ^ 2 / 2 + stabilization z d * (z / 2 - stabilization z d))
        atTop (𝓝 (z ^ 2 / 2 + 0 * (z / 2 - 0))) :=
      tendsto_const_nhds.add (hlim.mul (tendsto_const_nhds.sub hlim))
    rw [zero_mul, add_zero] at h2
    -- the secular equation turns this into the limit of field times stabilization
    refine h2.congr' ?_
    filter_upwards [eventually_ge_atTop (0 : ℝ)] with d hd
    rw [key d hd]
    linear_combination -stabilization_secular z d

end

end SpinOrbitQuenching
```

The function $L$ is not given by a formula. The hypothesis `hL` says only that $-d-L(d)$ is the lowest level for every $d\ge0$. Such a function exists, since `lowest_level` provides $g$. A set has at most one least element, so $L(d)=g(d)$ for $d\ge0$, which is the step called `key`.

The conclusion has three parts, joined by `∧`:

- **Free atom.** At $d=0$ the number $z$ is positive and satisfies $z(z-z/2)=z^2/2$, so $L(0)=z$.
- **Quenching.** `StrictAntiOn L (Set.Ici 0)` is strict decrease on $[0,\infty)$, inherited from $g$.
- **Strong field.** `Tendsto … atTop (𝓝 (z ^ 2 / 2))` is the limit $d\to\infty$. From $0<g\le 9z^2/(16d)$ it follows that $g\to0$, and then

$$d\,L(d)=\frac{z^2}2+g\left(\frac z2-g\right)\to\frac{z^2}2 .$$

The limit agrees with second-order perturbation theory, where the squared coupling $z^2/2$ is divided by a gap close to $d$.

## Other signs of the spin-orbit constant

If $z>0$ is weakened to $z\ge0$, strict decrease fails. At $z=0$ the block is diagonal with entries $0$ and $-d$, so $L(d)=0$ for every $d\ge0$.

Negative values break the first part. For $z=-2$ and $d=0$ the secular equation is $(e-1)e=2$, with solutions $2$ and $-1$. The lowest level is $-1$, so $L(0)=1$ and not $-2$.

```lean
#print axioms SpinOrbitQuenching.pShell_block
#print axioms SpinOrbitQuenching.field_mul_stabilization_sharp
#print axioms SpinOrbitQuenching.spin_orbit_quenching
```

```
'SpinOrbitQuenching.pShell_block' depends on axioms: [propext, Classical.choice, Quot.sound]
'SpinOrbitQuenching.field_mul_stabilization_sharp' depends on axioms: [propext, Classical.choice, Quot.sound]
'SpinOrbitQuenching.spin_orbit_quenching' depends on axioms: [propext, Classical.choice, Quot.sound]
```
